# The Distance Between Two Hermitian Density Matrices Bounds the Distance Between Their Sorted Occupations

When two calculations on the same molecule give two one-particle density matrices, comparing their natural occupations one by one requires a decision about which occupation of the first belongs with which of the second; here they are paired by rank, largest with largest. The natural orbitals play no part in the pairing, so it stays defined when orbitals mix or change order.

Let \(\gamma\) and \(\gamma'\) be Hermitian matrices of finite size \(d\), with eigenvalues \(n_k\) and \(m_k\), \(k=0,\dots,d-1\), each list in decreasing order. Then

\[
\sum_k (n_k-m_k)^2 \le \operatorname{tr}\big((\gamma-\gamma')^2\big).
\]

In electronic structure this limits how far the occupations can move when the density matrix changes, provided that both matrices refer to one finite orthonormal basis. That the matrices come from many-electron states, and have been brought to such a basis, is left to the user of the inequality.

In Lean 4 with Mathlib:

```lean
import Mathlib

open Matrix Finset

namespace OccupationDistance

variable {n : Type*} [Fintype n] [DecidableEq n]
```

In the code `n` is the set of basis labels, not an occupation.

## Real occupations attached to orbitals

The derivation starts from matrices given by explicit orbitals. Let the columns \(u_i\) of \(U\) be orbitals with real occupations \(a_i\), and the columns \(v_j\) of \(V\) orbitals with real occupations \(b_j\). Write

\[
\Gamma=U\,\mathrm{diag}(a)\,U^\dagger,\qquad \Gamma'=V\,\mathrm{diag}(b)\,V^\dagger .
\]

```lean
/-- The one-particle density matrix `U diag(a) U†` whose orbitals are the columns of `U`
and whose occupations are the real numbers `a i`. -/
noncomputable def ofOrbitals (U : Matrix n n ℂ) (a : n → ℝ) : Matrix n n ℂ :=
  U * diagonal (fun i => (a i : ℂ)) * Uᴴ
```

The occupations are only required to be real. The Pauli bounds \(0\le a_i\le 1\) and a fixed electron number are not assumed, so spin-summed matrices with occupations up to 2 are included.

The name `overlap` below stands for the squared modulus \(|\langle u_i|v_j\rangle|^2\), whereas in quantum chemistry the word usually means the inner product itself.

```lean
/-- The squared overlaps `|⟨u_i|v_j⟩|²` between the columns of `U` and those of `V`. -/
noncomputable def overlap (U V : Matrix n n ℂ) : Matrix n n ℝ :=
  Matrix.of fun i j => Complex.normSq ((Uᴴ * V) i j)
```

For a general Hermitian matrix, `occupation` is the sorted list of eigenvalues, with multiplicity. Its decreasing order is the pairing rule of the opening paragraph, and `occupation_antitone` records it.

```lean
/-- The natural occupations of a Hermitian matrix: its eigenvalues, counted with multiplicity
and listed in decreasing order. -/
noncomputable def occupation {γ : Matrix n n ℂ} (hγ : γ.IsHermitian) :
    Fin (Fintype.card n) → ℝ :=
  hγ.eigenvalues₀

/-- The natural occupations of a Hermitian matrix are in decreasing order. -/
theorem occupation_antitone {γ : Matrix n n ℂ} (hγ : γ.IsHermitian) :
    Antitone (occupation hγ) :=
  hγ.eigenvalues₀_antitone
```

With \(W=U^\dagger V\), cyclicity of the trace gives

\[
\operatorname{tr}(\Gamma\Gamma')
=\operatorname{tr}\big(\mathrm{diag}(a)\,W\,\mathrm{diag}(b)\,W^\dagger\big)
=\sum_{i,j}a_i b_j|W_{ij}|^2 .
\]

This holds for any square \(U\) and \(V\), orthonormal or not. In the proof, `key` is the second equality for an arbitrary \(W\), and `trace_mul_comm` moves \(U\) around the trace.

```lean
/-- The trace of a product of two density matrices is the sum of products of their
occupations, weighted by the squared overlaps of the orbitals. -/
theorem trace_mul_ofOrbitals (U V : Matrix n n ℂ) (a b : n → ℝ) :
    trace (ofOrbitals U a * ofOrbitals V b) =
      ((∑ i, ∑ j, a i * b j * overlap U V i j : ℝ) : ℂ) := by
  have key : ∀ W : Matrix n n ℂ,
      trace (diagonal (fun i => (a i : ℂ)) * W * (diagonal (fun i => (b i : ℂ)) * Wᴴ)) =
        ((∑ i, ∑ j, a i * b j * Complex.normSq (W i j) : ℝ) : ℂ) := by
    intro W
    simp only [Complex.ofReal_sum, Complex.ofReal_mul]
    rw [Matrix.trace]
    refine sum_congr rfl fun i _ => ?_
    rw [Matrix.diag_apply, Matrix.mul_apply]
    refine sum_congr rfl fun j _ => ?_
    rw [diagonal_mul, diagonal_mul, conjTranspose_apply]
    have h := Complex.mul_conj (W i j)
    rw [starRingEnd_apply] at h
    linear_combination ((a i : ℂ) * (b j : ℂ)) * h
  -- move `U` around the trace, so that only the overlaps `U† V` remain
  have h1 : ofOrbitals U a * ofOrbitals V b =
      U * (diagonal (fun i => (a i : ℂ)) * (Uᴴ * V) *
        (diagonal (fun i => (b i : ℂ)) * Vᴴ)) := by
    simp only [ofOrbitals, Matrix.mul_assoc]
  rw [h1, trace_mul_comm]
  have h2 := key (Uᴴ * V)
  rw [conjTranspose_mul, conjTranspose_conjTranspose] at h2
  simp only [Matrix.mul_assoc] at h2 ⊢
  exact h2
```

## Orthonormal orbitals

Orthonormality of both orbital sets is the hypothesis `U ∈ unitaryGroup n ℂ`, and likewise for `V`. It makes \(W\) unitary, so the squared overlaps behave as transition probabilities:

\[
\sum_j|W_{ij}|^2=(WW^\dagger)_{ii}=1,\qquad
\sum_i|W_{ij}|^2=(W^\dagger W)_{jj}=1 .
\]

A nonnegative matrix with these row and column sums is called doubly stochastic. The proof reads the two sums off the diagonal entries of \(WW^\dagger=1\) and \(W^\dagger W=1\).

```lean
/-- For two orthonormal sets of orbitals, the squared overlaps are nonnegative and every row
and every column sums to one. -/
theorem overlap_mem_doublyStochastic {U V : Matrix n n ℂ}
    (hU : U ∈ unitaryGroup n ℂ) (hV : V ∈ unitaryGroup n ℂ) :
    overlap U V ∈ doublyStochastic ℝ n := by
  have hU' : Uᴴ ∈ unitaryGroup n ℂ := by
    rw [mem_unitaryGroup_iff, ← star_eq_conjTranspose, star_star]
    exact mem_unitaryGroup_iff'.1 hU
  have hW : Uᴴ * V ∈ unitaryGroup n ℂ := mul_mem hU' hV
  rw [mem_doublyStochastic_iff_sum]
  refine ⟨fun i j => Complex.normSq_nonneg _, fun i => ?_, fun j => ?_⟩
  · have h := congrFun (congrFun (mem_unitaryGroup_iff.1 hW) i) i
    rw [Matrix.mul_apply, Matrix.one_apply_eq] at h
    apply Complex.ofReal_injective
    rw [Complex.ofReal_sum, Complex.ofReal_one, ← h]
    exact sum_congr rfl fun j _ => (Complex.mul_conj _).symm
  · have h := congrFun (congrFun (mem_unitaryGroup_iff'.1 hW) j) j
    rw [Matrix.mul_apply, Matrix.one_apply_eq] at h
    apply Complex.ofReal_injective
    rw [Complex.ofReal_sum, Complex.ofReal_one, ← h]
    exact sum_congr rfl fun i _ => (Complex.mul_conj _).symm.trans (mul_comm _ _)
```

Normalised orbitals alone are not enough for the distance bound. Take \(U=V\) with two normalised columns of inner product \(s\neq0\), and occupations \(a=(2,0)\), \(b=(1,1)\). The squared occupation differences sum to 2, but the trace formula gives \(\operatorname{tr}((\Gamma-\Gamma')^2)=2-2|s|^2\).

## Occupations in similar order

For explicit orbitals the labels are arbitrary, so an ordering condition is needed: whenever \(b_i<b_j\), also \(a_i\le a_j\). This is `Monovary a b`. Physically, the more occupied orbitals of one set carry the same labels as the more occupied orbitals of the other.

The condition is used to bound the cross term. By Birkhoff's theorem, a doubly stochastic matrix \(D\) is a mixture of permutation matrices, with weights \(w_\sigma\ge0\) that sum to one. Hence

\[
\sum_{i,j}a_i b_jD_{ij}
=\sum_\sigma w_\sigma\sum_i a_i b_{\sigma(i)}
\le\sum_\sigma w_\sigma\sum_i a_i b_i
=\sum_i a_i b_i .
\]

The inequality is the rearrangement inequality. To see it, relabel so that both lists decrease, and let \(i\) be the first label with \(\sigma(i)\ne i\). Then \(\sigma(i)>i\), and \(i=\sigma(j)\) for some \(j>i\). Exchanging partners, so that \(a_i\) meets \(b_i\) and \(a_j\) meets \(b_{\sigma(i)}\), changes the sum by

\[
(a_i-a_j)(b_i-b_{\sigma(i)})\ge0 .
\]

Repeating this leads to the identity permutation without ever lowering the sum.

In the proof, `row` evaluates the sum over \(j\) for a mixture of permutations, and the `calc` block follows the displayed chain. Mathlib supplies both Birkhoff's theorem and the rearrangement inequality.

```lean
/-- If two lists of occupations are similarly ordered, pairing them through doubly stochastic
weights gives at most the sum of the products of equally labelled entries. -/
theorem pairing_le {a b : n → ℝ} (hab : Monovary a b) {D : Matrix n n ℝ}
    (hD : D ∈ doublyStochastic ℝ n) :
    ∑ i, ∑ j, a i * b j * D i j ≤ ∑ i, a i * b i := by
  -- Birkhoff: the weights are a mixture of permutations
  obtain ⟨w, hw, hw1, rfl⟩ := exists_eq_sum_perm_of_mem_doublyStochastic hD
  have hp : ∀ (σ : Equiv.Perm n) (i j : n),
      σ.permMatrix ℝ i j = if σ i = j then 1 else 0 := by
    intro σ i j
    simp [Equiv.Perm.permMatrix, PEquiv.toMatrix_apply, Equiv.toPEquiv_apply]
  have row : ∀ i, ∑ j, a i * b j * (∑ σ, w σ • σ.permMatrix ℝ) i j =
      ∑ σ, w σ * (a i * b (σ i)) := by
    intro i
    simp only [Matrix.sum_apply, Matrix.smul_apply, smul_eq_mul, hp, mul_sum]
    rw [sum_comm]
    refine sum_congr rfl fun σ _ => ?_
    rw [sum_eq_single (σ i)]
    · rw [if_pos rfl]; ring
    · intro j _ hj
      rw [if_neg (Ne.symm hj)]; ring
    · intro h
      exact absurd (mem_univ _) h
  calc ∑ i, ∑ j, a i * b j * (∑ σ, w σ • σ.permMatrix ℝ) i j
      = ∑ σ, w σ * ∑ i, a i * b (σ i) := by
        simp only [row, mul_sum]
        exact sum_comm
    -- rearrangement inequality for each permutation
    _ ≤ ∑ σ, w σ * ∑ i, a i * b i :=
        sum_le_sum fun σ _ =>
          mul_le_mul_of_nonneg_left hab.sum_mul_comp_perm_le_sum_mul (hw σ)
    _ = ∑ i, a i * b i := by rw [← sum_mul, hw1, one_mul]
```

Without the ordering condition the distance bound can fail even for identical matrices. The matrix \(\mathrm{diag}(1,0)\) can be written with occupations \((1,0)\), or with \((0,1)\) and the two orbitals exchanged. The distance is zero, yet the label-by-label differences give 2.

## From the cross term to the distance

If the two matrices share their orthonormal orbitals, then \(W=1\) and their difference has occupations \(a_i-b_i\) in those orbitals. The trace formula gives

\[
\operatorname{tr}\big((\Gamma-\Gamma')^2\big)=\sum_i(a_i-b_i)^2 .
\]

This needs no ordering condition. When the occupations are also similarly ordered, the sorted bound is attained.

```lean
/-- Two density matrices with the same orthonormal orbitals have a squared distance equal to
the sum of the squared differences of their occupations, orbital by orbital. -/
theorem trace_sq_sub_same_orbitals {U : Matrix n n ℂ} (hU : U ∈ unitaryGroup n ℂ)
    (a b : n → ℝ) :
    trace ((ofOrbitals U a - ofOrbitals U b) ^ 2) = ((∑ i, (a i - b i) ^ 2 : ℝ) : ℂ) := by
  have hsub : ofOrbitals U a - ofOrbitals U b = ofOrbitals U (fun i => a i - b i) := by
    simp only [ofOrbitals, Complex.ofReal_sub]
    rw [← diagonal_sub, Matrix.mul_sub, Matrix.sub_mul]
  have h1 : Uᴴ * U = 1 := mem_unitaryGroup_iff'.1 hU
  rw [hsub, pow_two, trace_mul_ofOrbitals]
  congr 1
  refine sum_congr rfl fun i _ => ?_
  rw [sum_eq_single i]
  · simp [overlap, h1, pow_two]
  · intro j _ hj
    simp [overlap, h1, Matrix.one_apply_ne (Ne.symm hj)]
  · intro h
    exact absurd (mem_univ _) h
```

Setting \(b=0\) yields \(\operatorname{tr}(\Gamma^2)=\sum_i a_i^2\), and similarly for \(\Gamma'\). For two different orthonormal orbital sets with similarly ordered occupations, expanding the square and inserting the bound on the cross term gives

\[
\operatorname{tr}\big((\Gamma-\Gamma')^2\big)
=\sum_i a_i^2+\sum_i b_i^2-2\operatorname{tr}(\Gamma\Gamma')
\ge\sum_i(a_i-b_i)^2 .
\]

In the next proof, `self` is the formula for the squares, `cross` the bound on the mixed trace and `hsq` the expansion, which keeps the order of the factors; `linarith` combines them. The `.re` in the statement turns a complex-valued trace into a real number. Nothing is lost, because the trace of the square of a Hermitian matrix is real.

```lean
/-- For two density matrices with orthonormal orbitals and similarly ordered occupations, the
sum of squared occupation differences is at most the squared distance of the matrices. -/
theorem sum_sq_sub_le_of_monovary {U V : Matrix n n ℂ} (hU : U ∈ unitaryGroup n ℂ)
    (hV : V ∈ unitaryGroup n ℂ) {a b : n → ℝ} (hab : Monovary a b) :
    ∑ i, (a i - b i) ^ 2 ≤ (trace ((ofOrbitals U a - ofOrbitals V b) ^ 2)).re := by
  have self : ∀ {X : Matrix n n ℂ}, X ∈ unitaryGroup n ℂ → ∀ c : n → ℝ,
      (trace (ofOrbitals X c * ofOrbitals X c)).re = ∑ i, c i ^ 2 := by
    intro X hX c
    have h := trace_sq_sub_same_orbitals hX c (fun _ => 0)
    have h0 : ofOrbitals X (fun _ => 0) = 0 := by simp [ofOrbitals]
    rw [h0, sub_zero, pow_two] at h
    rw [h, Complex.ofReal_re]
    simp only [sub_zero]
  have cross : (trace (ofOrbitals U a * ofOrbitals V b)).re ≤ ∑ i, a i * b i := by
    rw [trace_mul_ofOrbitals, Complex.ofReal_re]
    exact pairing_le hab (overlap_mem_doublyStochastic hU hV)
  have hsq : (ofOrbitals U a - ofOrbitals V b) ^ 2 =
      ofOrbitals U a * ofOrbitals U a - ofOrbitals U a * ofOrbitals V b
        - ofOrbitals V b * ofOrbitals U a + ofOrbitals V b * ofOrbitals V b := by
    noncomm_ring
  have hsum : ∑ i, (a i - b i) ^ 2 =
      ∑ i, a i ^ 2 + ∑ i, b i ^ 2 - 2 * ∑ i, a i * b i := by
    rw [mul_sum, ← sum_add_distrib, ← sum_sub_distrib]
    exact sum_congr rfl fun i _ => by ring
  rw [hsq, trace_add, trace_sub, trace_sub, trace_mul_comm (ofOrbitals V b) (ofOrbitals U a),
    Complex.add_re, Complex.sub_re, Complex.sub_re, self hU, self hV, hsum]
  linarith
```

## Hermitian density matrices

The final theorem assumes only that \(\gamma\) and \(\gamma'\) are Hermitian, `hγ` and `hγ'`. Physically, each then has real occupations and an orthonormal set of natural orbitals. By hand, the spectral theorem writes each matrix in the form \(U\,\mathrm{diag}(a)\,U^\dagger\), with unitary \(U\) and real \(a\), and this is what `eq_ofOrbitals` states.

```lean
/-- Every Hermitian matrix is the density matrix built from its eigenvectors and
eigenvalues. -/
theorem eq_ofOrbitals {γ : Matrix n n ℂ} (hγ : γ.IsHermitian) :
    γ = ofOrbitals (hγ.eigenvectorUnitary : Matrix n n ℂ) hγ.eigenvalues :=
  hγ.spectral_theorem.trans (by rw [Unitary.conjStarAlgAut_apply]; rfl)
```

Listing both spectra in decreasing order makes them similarly ordered, so the bound for explicit orbitals applies. In the proof, `hmono` supplies the ordering condition. Mathlib's `eigenvalues` carry basis labels while `occupation` carries ranks, and `hsum` shows that the sum is the same in either labelling.

```lean
/-- **Hoffman–Wielandt inequality for natural occupations.** For Hermitian `γ` and `γ'` with
occupations in decreasing order, the sum of squared occupation differences is at most
`tr((γ - γ')²)`. -/
theorem occupation_distance_le {γ γ' : Matrix n n ℂ} (hγ : γ.IsHermitian)
    (hγ' : γ'.IsHermitian) :
    ∑ k, (occupation hγ k - occupation hγ' k) ^ 2 ≤ (trace ((γ - γ') ^ 2)).re := by
  let e : Fin (Fintype.card n) ≃ n := Fintype.equivOfCardEq (Fintype.card_fin _)
  -- both spectra are sorted, hence similarly ordered
  have hmono : Monovary hγ.eigenvalues hγ'.eigenvalues := by
    intro i j hij
    rcases le_total (e.symm i) (e.symm j) with h | h
    · exact absurd hij (not_lt_of_ge (occupation_antitone hγ' h))
    · exact occupation_antitone hγ h
  have hsum : ∑ i, (hγ.eigenvalues i - hγ'.eigenvalues i) ^ 2 =
      ∑ k, (occupation hγ k - occupation hγ' k) ^ 2 :=
    Equiv.sum_comp e.symm (fun k => (occupation hγ k - occupation hγ' k) ^ 2)
  have h := sum_sq_sub_le_of_monovary hγ.eigenvectorUnitary.2 hγ'.eigenvectorUnitary.2 hmono
  rw [← eq_ofOrbitals hγ, ← eq_ofOrbitals hγ', hsum] at h
  exact h

end OccupationDistance
```

```lean
#print axioms OccupationDistance.occupation_distance_le
```

```
'OccupationDistance.occupation_distance_le' depends on axioms: [propext, Classical.choice, Quot.sound]
```

Real eigenvalues are no substitute for Hermiticity, even in just one of the two matrices. Take

\[
\gamma=\begin{pmatrix}\tfrac12&\tfrac12\\0&\tfrac12\end{pmatrix},\qquad
\gamma'=\begin{pmatrix}\tfrac12&\tfrac12\\\tfrac12&\tfrac12\end{pmatrix}.
\]

The eigenvalues are \((\tfrac12,\tfrac12)\) and \((1,0)\), so the squared differences sum to \(\tfrac12\). But \((\gamma-\gamma')^2=0\). The case matters for coupled-cluster response density matrices, which are in general not Hermitian until they are symmetrised.

The Hoffman–Wielandt inequality in its usual form concerns normal matrices, whose eigenvalues may be complex and have no natural order. Hermiticity is what allows the pairing here to be fixed by sorting.

## One orbital, then two

For a single orbital both sides equal \((\gamma-\gamma')^2\), and the bound is an equality.

With two orbitals the excess can be written down. Let the natural orbitals of \(\gamma'\) be those of \(\gamma\) rotated by a real angle \(\theta\). The trace formula, with squared overlaps \(\cos^2\theta\) and \(\sin^2\theta\), gives

\[
\operatorname{tr}\big((\gamma-\gamma')^2\big)
=\sum_{k=0}^{1}(n_k-m_k)^2+2\sin^2\theta\,(n_0-n_1)(m_0-m_1).
\]

The last term is nonnegative because both lists decrease. It vanishes when \(\sin\theta=0\), so that orbitals of the same rank coincide up to sign, or when either matrix has equal occupations. Exchanging the two orbitals, \(\theta=\pi/2\), instead gives it its largest value for the given occupations. For \(n=m=(1,0)\) the occupations agree exactly while the squared distance is \(2\sin^2\theta\), so equal occupations do not imply equal density matrices.

## Occupation changes between CASSCF iterations

Suppose that two successive CASSCF iterations at a fixed geometry give density matrices \(P\) and \(P'\) in the same nonorthogonal atomic-orbital basis, with overlap matrix \(S\). In the orthonormalised basis they become \(\gamma=S^{1/2}PS^{1/2}\) and \(\gamma'=S^{1/2}P'S^{1/2}\), whose eigenvalues are the natural occupations. With \(\Delta=P-P'\),

\[
\operatorname{tr}\big((\gamma-\gamma')^2\big)=\operatorname{tr}(\Delta S\Delta S).
\]

The right-hand side needs only matrix products and no diagonalisation. If it equals \(10^{-6}\), each term of the occupation sum is at most \(10^{-6}\), so no sorted occupation has moved by more than \(10^{-3}\) between the two iterations.
